# Products of $k$ and $l$ fermionic operators on disjoint modes commute up to $(-1)^{kl}$

Let $A$ and $B$ be disjoint sets of modes whose annihilators and creators satisfy the canonical anticommutation relations. If $X$ is a product of $k$ of these operators from $A$ and $Y$ a product of $l$ of them from $B$, then

$$XY=(-1)^{kl}\,YX .$$

Consequently, a linear combination of products on $A$ that all have an even number of factors commutes with every element of the algebra generated by the operators of $B$.

## Modes, regions and parity

Write $a_p$ for the annihilator of mode $p$ and $c_p$ for its creator, usually written $a_p^\dagger$. The relations are

$$a_pa_q+a_qa_p=0,\qquad c_pc_q+c_qc_p=0,\qquad a_pc_q+c_qa_p=\delta_{pq}.$$

The first two express the antisymmetry of fermionic states. The Kronecker delta in the third says that the modes are orthonormal, as for orthonormal spin orbitals. Overlapping atomic orbitals would put an overlap matrix in its place, and the results below would not apply directly.

A region is just a set of modes and need not be a region of space. Operators on disjoint regions do not commute in general, but even ones do. In electronic structure this means that the Hamiltonian of a finite fragment, with one- and two-body terms and no coupling to its surroundings, commutes with everything built from the other modes.

## The statements in Lean

The operators are functions `a` and `c` from a mode type `ι` to a ring `R`, which is an algebra over a commutative ring `K` of coefficients. `IsCAR a c` contains the three relations. It does not require `c p` to be the adjoint of `a p`, and no Hilbert space is involved.

- `modeOps a c A` is the set of all annihilators and creators with modes in `A`.
- A product is `L.prod` for a list `L`, so factors may repeat and appear in any order. The empty product is $1$.
- `parityPart K a c A r` is the linear span of the products on `A` whose length has the parity of `r`. Even elements are those with `r = 0`.
- `Algebra.adjoin K (modeOps a c B)` is the algebra generated by `B`: finite sums of finite products, including scalars.

The sets `A` and `B` may be infinite, but limits and infinite sums are not covered. `fragmentHamiltonian` is

$$H=\sum_{p,q\in s}t_{pq}\,c_pa_q+\sum_{p,q,r,u\in s}v_{pqru}\,c_pc_qa_ua_r$$

for a finite set $s$. The customary factor $\tfrac12$ is absorbed into $v$, and the coefficients are arbitrary, so $H$ need not be Hermitian.

## Counting the exchanges

Take $p\in A$ and $q\in B$. Since the regions are disjoint, $p\neq q$ and every delta vanishes. Hence $xy=-yx$ whenever $x$ is $a_p$ or $c_p$ and $y$ is $a_q$ or $c_q$.

Moving one such $x$ through $Y=y_1\cdots y_l$ costs one sign per factor:

$$x\,y_1y_2\cdots y_l=-y_1\,x\,y_2\cdots y_l=\dots=(-1)^l\,y_1\cdots y_l\,x .$$

Now use induction on the number of factors in $X$. For $k=0$ we have $X=1$ and the sign is $+1$. If the rule holds for $X$ with $k$ factors, then for $xX$

$$xXY=(-1)^{kl}\,xYX=(-1)^{kl}(-1)^l\,YxX=(-1)^{(k+1)l}\,Y(xX).$$

## From products to whole algebras

Let $X=\sum_i\alpha_iX_i$ and $Y=\sum_j\beta_jY_j$, where the products $X_i$ on $A$ have lengths $k_i\equiv r$ and the products $Y_j$ on $B$ have lengths $l_j\equiv s \pmod 2$. Then $k_il_j\equiv rs \pmod 2$, so all terms carry the same sign and

$$XY=(-1)^{rs}\,YX .$$

If $X$ is even, then $r=0$ and $X$ commutes with each single operator of $B$. It also commutes with scalars. If it commutes with $y$ and $z$, it commutes with $y+z$, and $Xyz=yXz=yzX$ shows that it commutes with $yz$. It therefore commutes with the whole generated algebra. The terms of $H$ have two or four factors, all on the fragment, so this applies to $H$ and any region disjoint from the fragment.

The number of factors is not the only thing to check: all of them must lie in $A$. A hopping term $c_pa_q$ with $p\in A$ and $q\in B$ has two factors, yet

$$[c_pa_q,c_q]=c_p(a_qc_q+c_qa_q)-(c_pc_q+c_qc_p)a_q=c_p .$$

This is why `parityPart` takes the region as an argument.

## Why single annihilators fail to commute

Suppose $a_pa_q=a_qa_p$ for $p\neq q$, in a nontrivial ring where $x+x=0$ forces $x=0$. The first relation gives $2a_pa_q=0$, hence $a_pa_q=0$. Then

$$a_p=a_p(a_qc_q+c_qa_q)=(a_pa_q)c_q-c_q(a_pa_q)=0,$$

which contradicts $a_pc_p+c_pa_p=1$. The condition on $x+x$ holds for complex matrices. In characteristic two, by contrast, $-1=1$ and the signs disappear.

## Two modes in numbers

Label the modes $0$ and $1$ and order the basis as $|00\rangle,|01\rangle,|10\rangle,|11\rangle$, with the occupation of mode $0$ first. The matrices `jwA` act by

$$a_0|10\rangle=|00\rangle,\quad a_0|11\rangle=|01\rangle,\quad a_1|01\rangle=|00\rangle,\quad a_1|11\rangle=-|10\rangle,$$

and give zero on the remaining basis states. For $k=l=1$,

$$a_0a_1|11\rangle=-|00\rangle,\qquad a_1a_0|11\rangle=|00\rangle,$$

so the order matters by a sign. For $k=2$, $l=1$, take $n_0=c_0a_0=\mathrm{diag}(0,0,1,1)$:

$$n_0a_1|11\rangle=-|10\rangle=a_1n_0|11\rangle .$$

On the other three basis states both orders give zero, so $n_0$ and $a_1$ commute.

## The complete Lean file

```lean
import Mathlib

open Matrix

namespace FermionicLocality

variable {ι R K : Type*} [DecidableEq ι] [Ring R] [CommRing K] [Algebra K R]

/-- The canonical anticommutation relations for annihilators `a p` and creators `c p`. -/
structure IsCAR (a c : ι → R) : Prop where
  aa : ∀ p q, a p * a q + a q * a p = 0
  cc : ∀ p q, c p * c q + c q * c p = 0
  ac : ∀ p q, a p * c q + c q * a p = if p = q then 1 else 0

/-- The annihilators and creators of the modes in the region `A`. -/
def modeOps {ι R : Type*} (a c : ι → R) (A : Set ι) : Set R :=
  {x | ∃ p ∈ A, x = a p ∨ x = c p}

/-- Linear combinations of products of mode operators on `A` whose number of factors
has the same parity as `r`. -/
def parityPart {ι R : Type*} (K : Type*) [CommRing K] [Ring R] [Algebra K R]
    (a c : ι → R) (A : Set ι) (r : ℕ) : Submodule K R :=
  Submodule.span K {x | ∃ L : List R,
    (∀ y ∈ L, y ∈ modeOps a c A) ∧ L.length % 2 = r % 2 ∧ L.prod = x}

/-- Mode operators belonging to disjoint regions anticommute. -/
theorem modeOps_anticommute {a c : ι → R} (h : IsCAR a c) {A B : Set ι}
    (hAB : Disjoint A B) {x y : R} (hx : x ∈ modeOps a c A) (hy : y ∈ modeOps a c B) :
    x * y = -(y * x) := by
  obtain ⟨p, hp, hx⟩ := hx
  obtain ⟨q, hq, hy⟩ := hy
  have hpq : p ≠ q := fun e => Set.disjoint_left.mp hAB hp (by rw [e]; exact hq)
  have h1 := h.ac p q
  have h2 := h.ac q p
  rw [if_neg hpq] at h1
  rw [if_neg hpq.symm] at h2
  rcases hx with rfl | rfl <;> rcases hy with rfl | rfl
  · exact eq_neg_of_add_eq_zero_left (h.aa p q)
  · exact eq_neg_of_add_eq_zero_left h1
  · exact eq_neg_of_add_eq_zero_right h2
  · exact eq_neg_of_add_eq_zero_left (h.cc p q)

/-- An operator that anticommutes with every factor of a product passes through the
product with one sign per factor. -/
theorem move_through_product {x : R} (L : List R) (h : ∀ y ∈ L, x * y = -(y * x)) :
    x * L.prod = (-1) ^ L.length * (L.prod * x) := by
  induction L with
  | nil => simp
  | cons y L ih =>
    have h1 := h y (by simp)
    have h2 := ih (fun z hz => h z (by simp [hz]))
    have hs : y * (-1) ^ L.length = (-1) ^ L.length * y :=
      ((Commute.neg_one_right y).pow_right _).eq
    rw [List.prod_cons, List.length_cons]
    calc x * (y * L.prod) = (x * y) * L.prod := (mul_assoc _ _ _).symm
      _ = -(y * (x * L.prod)) := by rw [h1, neg_mul, mul_assoc]
      _ = -((y * (-1) ^ L.length) * (L.prod * x)) := by rw [h2, mul_assoc]
      _ = (-1) ^ (L.length + 1) * (y * L.prod * x) := by
        rw [hs, pow_succ]
        simp only [mul_neg, neg_mul, mul_one, mul_assoc]

/-- A product of `k` mode operators on `A` and a product of `l` mode operators on a
disjoint region `B` commute up to the sign `(-1)^(k l)`. -/
theorem products_commute_up_to_sign {a c : ι → R} (h : IsCAR a c) {A B : Set ι}
    (hAB : Disjoint A B) (L M : List R) (hL : ∀ x ∈ L, x ∈ modeOps a c A)
    (hM : ∀ y ∈ M, y ∈ modeOps a c B) :
    L.prod * M.prod = (-1) ^ (L.length * M.length) * (M.prod * L.prod) := by
  induction L with
  | nil => simp
  | cons x L ih =>
    have ih' := ih (fun z hz => hL z (by simp [hz]))
    -- the new factor crosses all of `M`
    have h1 := move_through_product M
      (fun y hy => modeOps_anticommute h hAB (hL x (by simp)) (hM y hy))
    have hs : x * (-1) ^ (L.length * M.length) = (-1) ^ (L.length * M.length) * x :=
      ((Commute.neg_one_right x).pow_right _).eq
    rw [List.prod_cons, List.length_cons]
    calc x * L.prod * M.prod = x * (L.prod * M.prod) := mul_assoc _ _ _
      _ = (x * (-1) ^ (L.length * M.length)) * (M.prod * L.prod) := by
        rw [ih', mul_assoc]
      _ = (-1) ^ (L.length * M.length) * ((x * M.prod) * L.prod) := by
        rw [hs]
        simp only [mul_assoc]
      _ = (-1) ^ ((L.length + 1) * M.length) * (M.prod * (x * L.prod)) := by
        rw [h1, add_mul, one_mul, pow_add]
        simp only [mul_assoc]

/-- Elements of parities `r` and `s` on disjoint regions commute up to `(-1)^(r s)`. -/
theorem graded_commutation {a c : ι → R} (h : IsCAR a c) {A B : Set ι}
    (hAB : Disjoint A B) {r s : ℕ} {x y : R} (hx : x ∈ parityPart K a c A r)
    (hy : y ∈ parityPart K a c B s) : x * y = (-1) ^ (r * s) * (y * x) := by
  unfold parityPart at hx hy
  induction hx using Submodule.span_induction with
  | mem x hx =>
    obtain ⟨L, hL, hl, rfl⟩ := hx
    induction hy using Submodule.span_induction with
    | mem y hy =>
      obtain ⟨M, hM, hm, rfl⟩ := hy
      -- only the parities of the two lengths matter for the sign
      have hsign : (-1 : R) ^ (L.length * M.length) = (-1) ^ (r * s) := by
        rw [neg_one_pow_eq_pow_mod_two, Nat.mul_mod, hl, hm, ← Nat.mul_mod,
          ← neg_one_pow_eq_pow_mod_two]
      rw [products_commute_up_to_sign h hAB L M hL hM, hsign]
    | zero => simp
    | add y z _ _ h1 h2 => rw [mul_add, h1, h2, add_mul, mul_add]
    | smul k y _ h1 => rw [mul_smul_comm, h1, smul_mul_assoc, mul_smul_comm]
  | zero => simp
  | add x z _ _ h1 h2 => rw [add_mul, h1, h2, mul_add, mul_add]
  | smul k x _ h1 => rw [smul_mul_assoc, h1, mul_smul_comm, mul_smul_comm]

/-- A linear combination of even products on `A` commutes with every element of the
algebra generated by the mode operators of a disjoint region `B`. -/
theorem even_commutes_with_disjoint_algebra {a c : ι → R} (h : IsCAR a c) {A B : Set ι}
    (hAB : Disjoint A B) {x y : R} (hx : x ∈ parityPart K a c A 0)
    (hy : y ∈ Algebra.adjoin K (modeOps a c B)) : Commute x y := by
  induction hy using Algebra.adjoin_induction with
  | mem y hy =>
    -- a single mode operator is a product of length one
    have hy' : y ∈ parityPart K a c B 1 :=
      Submodule.subset_span ⟨[y], by simpa using hy, by simp, by simp⟩
    have e := graded_commutation h hAB hx hy'
    rw [zero_mul, pow_zero, one_mul] at e
    exact e
  | algebraMap k => exact (Algebra.commutes k x).symm
  | add y z _ _ h1 h2 => exact h1.add_right h2
  | mul y z _ _ h1 h2 => exact h1.mul_right h2

/-- The Hamiltonian of a finite fragment `s` with one-body coefficients `t` and two-body
coefficients `v`. -/
def fragmentHamiltonian {ι R K : Type*} [Ring R] [CommRing K] [Algebra K R]
    (a c : ι → R) (t : ι → ι → K) (v : ι → ι → ι → ι → K) (s : Finset ι) : R :=
  (∑ p ∈ s, ∑ q ∈ s, t p q • (c p * a q)) +
    (∑ p ∈ s, ∑ q ∈ s, ∑ r ∈ s, ∑ u ∈ s, v p q r u • (c p * c q * a u * a r))

/-- The Hamiltonian of a fragment commutes with every element of the algebra generated
by modes outside the fragment. -/
theorem fragmentHamiltonian_commute {a c : ι → R} (h : IsCAR a c) (t : ι → ι → K)
    (v : ι → ι → ι → ι → K) (s : Finset ι) {B : Set ι} (hsB : Disjoint (s : Set ι) B)
    {y : R} (hy : y ∈ Algebra.adjoin K (modeOps a c B)) :
    Commute (fragmentHamiltonian a c t v s) y := by
  have ha : ∀ p ∈ s, a p ∈ modeOps a c (s : Set ι) :=
    fun p hp => ⟨p, Finset.mem_coe.2 hp, Or.inl rfl⟩
  have hc : ∀ p ∈ s, c p ∈ modeOps a c (s : Set ι) :=
    fun p hp => ⟨p, Finset.mem_coe.2 hp, Or.inr rfl⟩
  -- every term has two or four factors
  have hH : fragmentHamiltonian a c t v s ∈ parityPart K a c (s : Set ι) 0 := by
    unfold fragmentHamiltonian
    refine Submodule.add_mem _ ?_ ?_
    · refine Submodule.sum_mem _ fun p hp => Submodule.sum_mem _ fun q hq =>
        Submodule.smul_mem _ _ (Submodule.subset_span ⟨[c p, a q], ?_, by simp, ?_⟩)
      · simp [hc p hp, ha q hq]
      · simp
    · refine Submodule.sum_mem _ fun p hp => Submodule.sum_mem _ fun q hq =>
        Submodule.sum_mem _ fun r hr => Submodule.sum_mem _ fun u hu =>
        Submodule.smul_mem _ _
          (Submodule.subset_span ⟨[c p, c q, a u, a r], ?_, by simp, ?_⟩)
      · simp [hc p hp, hc q hq, ha u hu, ha r hr]
      · simp [mul_assoc]
  exact even_commutes_with_disjoint_algebra h hsB hH hy

/-- In a nontrivial ring without 2-torsion, the annihilators of two different modes do
not commute. -/
theorem annihilators_not_commute [Nontrivial R] {a c : ι → R} (h : IsCAR a c)
    (h2 : ∀ x : R, x + x = 0 → x = 0) {p q : ι} (hpq : p ≠ q) :
    ¬ Commute (a p) (a q) := by
  intro hcomm
  have e : a p * a q = 0 := h2 _ (by
    have h3 := h.aa p q
    rwa [← hcomm.eq] at h3)
  have e1 : a p * c q = -(c q * a p) :=
    eq_neg_of_add_eq_zero_left (by rw [h.ac p q, if_neg hpq])
  -- inserting the anticommutator of mode `q` shows that `a p` would vanish
  have e2 : a p = 0 := by
    calc a p = a p * (a q * c q + c q * a q) := by rw [h.ac q q, if_pos rfl, mul_one]
      _ = (a p * a q) * c q + (a p * c q) * a q := by simp only [mul_add, mul_assoc]
      _ = 0 := by
        rw [e, e1, neg_mul, mul_assoc, e]
        simp
  have h4 := h.ac p p
  rw [if_pos rfl, e2] at h4
  simp at h4

/-- The Jordan–Wigner annihilators of two modes as 4 × 4 matrices. -/
def jwA : Fin 2 → Matrix (Fin 4) (Fin 4) ℤ :=
  ![!![0, 0, 1, 0; 0, 0, 0, 1; 0, 0, 0, 0; 0, 0, 0, 0],
    !![0, 1, 0, 0; 0, 0, 0, 0; 0, 0, 0, -1; 0, 0, 0, 0]]

/-- The two-mode Jordan–Wigner matrices and their transposes satisfy the canonical
anticommutation relations. -/
theorem isCAR_witness : IsCAR jwA (fun p => (jwA p)ᵀ) where
  aa := by decide +kernel
  cc := by decide +kernel
  ac := by decide +kernel

end FermionicLocality
```

```lean
#print axioms FermionicLocality.even_commutes_with_disjoint_algebra
#print axioms FermionicLocality.fragmentHamiltonian_commute
#print axioms FermionicLocality.annihilators_not_commute
```

```
'FermionicLocality.even_commutes_with_disjoint_algebra' depends on axioms: [propext, Classical.choice, Quot.sound]
'FermionicLocality.fragmentHamiltonian_commute' depends on axioms: [propext, Classical.choice, Quot.sound]
'FermionicLocality.annihilators_not_commute' depends on axioms: [propext]
```

## Induction over lists, spans and generated algebras

`modeOps_anticommute` extracts the modes `p` and `q`, derives `p ≠ q` from disjointness, and treats the four combinations of annihilator and creator. The case of a creator on `A` and an annihilator on `B` uses the mixed relation with the modes exchanged, `h.ac q p`.

`move_through_product` is the induction on the factors of $Y$. Its `calc` block exchanges `x` with the first factor and then applies the induction hypothesis to the rest. The auxiliary equation `hs` moves the accumulated sign, which is itself an element of `R`, past that factor.

`products_commute_up_to_sign` follows the induction on $X$: `ih'` exchanges the shorter product with $Y$, and `h1` takes the new factor through all of `M`. The last step combines the exponents.

`graded_commutation` applies `Submodule.span_induction` to `x` and, in the case of a single product, to `y`. The equation `hsign` replaces the actual lengths by `r` and `s` in the exponent, using only their parities. The remaining cases are linearity.

`even_commutes_with_disjoint_algebra` uses `Algebra.adjoin_induction`, whose cases are the generators, scalars, sums and products treated above. A generator is regarded as a list of length one, so the graded rule applies with exponent $0\cdot1$.

For `fragmentHamiltonian_commute`, the main task is to show that $H$ is even on `s`. The proof supplies the lists `[c p, a q]` and `[c p, c q, a u, a r]` for its terms and closes under scalar multiples and sums.

`annihilators_not_commute` carries out the contradiction above: `e` is $a_pa_q=0$ and `e2` is $a_p=0$. Finally, `isCAR_witness` checks the relations for the two-mode integer matrices, with transposes as creators, by evaluating all pairs of indices. This gives a concrete example of `IsCAR`.
